# An attractive contact exciton with a momentum cutoff binds at any coupling in one and two dimensions, but only for $gL>1$ in three

Let $g>0$ be the coupling and $L>0$ the momentum cutoff of an electron–hole pair with contact attraction. Its scaled binding energy $b>0$ in dimension $d$ is fixed by

$$g\int_0^L \frac{k^{d-1}}{k^2+b}\,dk = 1 .$$

For $d=1$ this equation has exactly one solution. For $d=2$ the only solution is $b=L^2/(e^{2/g}-1)$. For $d=3$ a solution exists if and only if $gL>1$.

## From the pair equation to the binding condition

Take parabolic bands with reduced mass $\mu$ and an attraction of constant strength $V_0$ between all relative momenta below $L$. At energy $-\hbar^2b/2\mu$ relative to the gap, the pair amplitude $\varphi$ satisfies, for $|\mathbf k|<L$,

$$(k^2+b)\,\varphi(\mathbf k)=\frac{2\mu V_0}{\hbar^2}\,C,\qquad C=\int_{|\mathbf q|<L}\frac{d^dq}{(2\pi)^d}\,\varphi(\mathbf q).$$

A nonzero $\varphi$ needs $C\neq0$. Dividing by $k^2+b$, integrating over $|\mathbf k|<L$ with the measure $d^dk/(2\pi)^d$ and cancelling $C$ gives the condition above. The coupling is $g=\frac{2\mu V_0}{\hbar^2}\frac{S_d}{(2\pi)^d}$, with the angular factors $S_1=2$, $S_2=2\pi$ and $S_3=4\pi$.

Write $n=d-1$ and $I_n(b)=\int_0^L k^n/(k^2+b)\,dk$, so that the condition is $g\,I_n(b)=1$.

**At most one solution, and a test for existence.** The integrand falls as $b$ grows, so $I_n$ is strictly decreasing. It is also continuous, and $I_n(b)\le L^{n+1}/b$, which gives $g I_n(b)\le 1$ at $b=gL^{n+1}$. If $gI_n(b_0)\ge1$ at some $b_0>0$, the intermediate value theorem therefore yields a solution, and monotonicity makes it unique.

**Two dimensions.** Here $I_1(b)=\tfrac12\ln\frac{L^2+b}{b}$. The condition becomes $1+L^2/b=e^{2/g}$, which is the stated formula.

**One dimension.** Since $k\le L$ in the integral, $I_1\le L\,I_0$. Let $b_0$ be the two-dimensional solution for coupling $g/L$. Then $1=(g/L)I_1(b_0)\le g I_0(b_0)$, and the existence test applies.

**Three dimensions.** From $k^2/(k^2+b)=1-b/(k^2+b)$,

$$I_2(b)=L-b\,I_0(b)=L-\sqrt b\,\arctan\frac{L}{\sqrt b}.$$

The correction is positive, so $I_2(b)<L$, and a solution forces $gL>1$. Conversely, the correction is at most $\tfrac{\pi}{2}\sqrt b\le2\sqrt b$. If $gL>1$, choose $b_0$ with $2\sqrt{b_0}=L-1/g$. Then $I_2(b_0)\ge1/g$, and the test applies again.

**Higher dimensions.** For $d=m+3$ with $m\ge 0$, the same splitting gives $I_{m+2}=L^{m+1}/(m+1)-b\,I_m$, and $I_m\le L^mI_0$ controls the correction. The threshold becomes $gL^{m+1}>m+1$.

## The binding condition in Lean

```lean
import Mathlib

namespace ContactExciton

noncomputable section
```

The integral $I_n(b)$ is `pairIntegral n L b`. Its first argument is the power $n$, so dimensions one, two and three appear as `0`, `1` and `2`.

```lean
/-- The radial momentum integral of `k ^ n / (k ^ 2 + b)` up to the cutoff `L`;
the power `n` is the spatial dimension minus one. -/
def pairIntegral (n : ℕ) (L b : ℝ) : ℝ := ∫ k in (0 : ℝ)..L, k ^ n / (k ^ 2 + b)
```

`IsBound n g L b` says that $b$ is positive and solves the equation. The development starts from this condition; the reduction from the pair equation belongs to the physics above.

```lean
/-- The number `b` is a (scaled) binding energy of the contact exciton in dimension `n + 1`:
it is positive and solves the bound-state equation with coupling `g` and cutoff `L`. -/
def IsBound (n : ℕ) (g L b : ℝ) : Prop := 0 < b ∧ g * pairIntegral n L b = 1
```

## Monotonicity and the integrals

Positivity of $b$ keeps the denominator away from zero, which makes the integrand continuous.

```lean
/-- For positive binding energy the integrand is a continuous function of momentum. -/
theorem continuous_integrand (n : ℕ) {b : ℝ} (hb : 0 < b) :
    Continuous fun k : ℝ => k ^ n / (k ^ 2 + b) :=
  Continuous.div (by fun_prop) (by fun_prop) (fun k => (by positivity : k ^ 2 + b ≠ 0))
```

For continuous integrands, a weak inequality throughout and a strict one at some point are enough for a strict inequality between the integrals. The proof takes that point to be $k=L$, because for $n\ge1$ the two integrands agree at $k=0$.

```lean
/-- The momentum integral decreases strictly as the binding energy grows. -/
theorem pairIntegral_strictAnti (n : ℕ) {L b c : ℝ} (hL : 0 < L) (hb : 0 < b) (hbc : b < c) :
    pairIntegral n L c < pairIntegral n L b := by
  have hc : 0 < c := hb.trans hbc
  unfold pairIntegral
  apply intervalIntegral.integral_lt_integral_of_continuousOn_of_le_of_exists_lt hL
    (continuous_integrand n hc).continuousOn (continuous_integrand n hb).continuousOn
  · intro k hk
    have hk0 : 0 < k := hk.1
    exact div_le_div_of_nonneg_left (by positivity) (by positivity) (by linarith)
  · exact ⟨L, ⟨hL.le, le_rfl⟩,
      div_lt_div_of_pos_left (by positivity) (by positivity) (by linarith)⟩
```

The next lemma is $I_m\le L^mI_0$, obtained by comparing integrands.

```lean
/-- The integral with weight `k ^ m` is at most `L ^ m` times the one-dimensional integral. -/
theorem pairIntegral_le_one_dim (m : ℕ) {L b : ℝ} (hL : 0 < L) (hb : 0 < b) :
    pairIntegral m L b ≤ L ^ m * pairIntegral 0 L b := by
  unfold pairIntegral
  rw [← intervalIntegral.integral_const_mul]
  refine intervalIntegral.integral_mono_on hL.le
    ((continuous_integrand m hb).intervalIntegrable 0 L)
    ((continuous_const.mul (continuous_integrand 0 hb)).intervalIntegrable 0 L) ?_
  intro k hk
  show k ^ m / (k ^ 2 + b) ≤ L ^ m * (k ^ 0 / (k ^ 2 + b))
  rw [pow_zero, mul_one_div]
  exact div_le_div_of_nonneg_right (pow_le_pow_left₀ hk.1 hk.2 m) (by positivity)
```

The arctangent and the logarithm come from differentiating the antiderivative and applying the fundamental theorem of calculus. In the first case $b$ is replaced by $s^2$, which removes the square roots.

```lean
/-- In one dimension the momentum integral is an arctangent. -/
theorem pairIntegral_one_dim (L : ℝ) {b : ℝ} (hb : 0 < b) :
    pairIntegral 0 L b = Real.arctan (L / Real.sqrt b) / Real.sqrt b := by
  obtain ⟨s, hs, rfl⟩ : ∃ s : ℝ, 0 < s ∧ s ^ 2 = b :=
    ⟨Real.sqrt b, Real.sqrt_pos.2 hb, Real.sq_sqrt hb.le⟩
  rw [Real.sqrt_sq hs.le]
  unfold pairIntegral
  have h : ∀ k ∈ Set.uIcc 0 L, HasDerivAt (fun k : ℝ => Real.arctan (k / s) / s)
      (k ^ 0 / (k ^ 2 + s ^ 2)) k := by
    intro k _
    have hk : k ^ 2 + s ^ 2 ≠ 0 := by positivity
    have h1 : 1 + (k / s) ^ 2 = (k ^ 2 + s ^ 2) / s ^ 2 := by
      rw [div_pow, add_div, div_self (pow_ne_zero 2 hs.ne'), add_comm]
    refine ((((hasDerivAt_id' k).div_const s).arctan).div_const s).congr_deriv ?_
    rw [h1, pow_zero]
    field_simp
  rw [intervalIntegral.integral_eq_sub_of_hasDerivAt h
    ((continuous_integrand 0 hb).intervalIntegrable 0 L)]
  simp

/-- In two dimensions the momentum integral is a logarithm. -/
theorem pairIntegral_two_dim (L : ℝ) {b : ℝ} (hb : 0 < b) :
    pairIntegral 1 L b = (Real.log (L ^ 2 + b) - Real.log b) / 2 := by
  unfold pairIntegral
  have h : ∀ k ∈ Set.uIcc 0 L, HasDerivAt (fun k : ℝ => Real.log (k ^ 2 + b) / 2)
      (k ^ 1 / (k ^ 2 + b)) k := by
    intro k _
    have hk : k ^ 2 + b ≠ 0 := by positivity
    have h1 : HasDerivAt (fun k : ℝ => k ^ 2 + b) (2 * k) k := by
      simpa using (hasDerivAt_pow 2 k).add_const b
    exact ((h1.log hk).div_const 2).congr_deriv (by field_simp)
  rw [intervalIntegral.integral_eq_sub_of_hasDerivAt h
    ((continuous_integrand 1 hb).intervalIntegrable 0 L)]
  have h0 : (0 : ℝ) ^ 2 + b = b := by ring
  simp only [h0]
  ring
```

The splitting that lowers the power by two is proved under the integral sign.

```lean
/-- Raising the power from `m` to `m + 2` gives `L ^ (m + 1) / (m + 1)` minus `b` times the integral
with power `m`. -/
theorem pairIntegral_add_two (m : ℕ) (L : ℝ) {b : ℝ} (hb : 0 < b) :
    pairIntegral (m + 2) L b = L ^ (m + 1) / (m + 1) - b * pairIntegral m L b := by
  have h1 : ∫ k in (0 : ℝ)..L, k ^ m = L ^ (m + 1) / (m + 1) := by
    rw [integral_pow]
    simp
  have hi : IntervalIntegrable (fun k : ℝ => b * (k ^ m / (k ^ 2 + b)))
      MeasureTheory.volume 0 L :=
    (continuous_const.mul (continuous_integrand m hb)).intervalIntegrable 0 L
  unfold pairIntegral
  rw [← h1, ← intervalIntegral.integral_const_mul,
    ← intervalIntegral.integral_sub ((continuous_pow m).intervalIntegrable 0 L) hi]
  apply intervalIntegral.integral_congr
  intro k _
  have hk : k ^ 2 + b ≠ 0 := by positivity
  show k ^ (m + 2) / (k ^ 2 + b) = k ^ m - b * (k ^ m / (k ^ 2 + b))
  rw [eq_sub_iff_add_eq, ← mul_div_assoc, ← add_div, div_eq_iff hk]
  ring
```

## Existence through the logarithm of the energy

The existence test turns on the substitution $b=e^t$. Mathlib's theorem on integrals with a parameter, as used here, asks for an integrand jointly continuous in parameter and momentum on all of $\mathbb R\times\mathbb R$. In the variable $b$ this fails where $k^2+b=0$; in $t$ the denominator $k^2+e^t$ never vanishes. The intermediate value theorem then takes the form `mem_range_of_exists_le_of_exists_ge`: a continuous function on the line with one value at most 1 and another at least 1 takes the value 1. The two points need not be put in order.

```lean
/-- If the coupling times the momentum integral reaches one at some positive energy, there is
exactly one binding energy. -/
theorem existsUnique_isBound (n : ℕ) {g L b₀ : ℝ} (hg : 0 < g) (hL : 0 < L) (hb₀ : 0 < b₀)
    (h : 1 ≤ g * pairIntegral n L b₀) : ∃! b, IsBound n g L b := by
  -- continuity in the logarithm of the binding energy
  have hF : Continuous fun t : ℝ => g * pairIntegral n L (Real.exp t) := by
    unfold pairIntegral
    refine continuous_const.mul
      (intervalIntegral.continuous_parametric_intervalIntegral_of_continuous'
        (f := fun t k : ℝ => k ^ n / (k ^ 2 + Real.exp t)) ?_ 0 L)
    show Continuous fun p : ℝ × ℝ => p.2 ^ n / (p.2 ^ 2 + Real.exp p.1)
    exact Continuous.div (by fun_prop) (by fun_prop)
      (fun p => (by positivity : p.2 ^ 2 + Real.exp p.1 ≠ 0))
  -- at the energy `g * (L * L ^ n)` the left-hand side is at most one
  have hB : 0 < g * (L * L ^ n) := by positivity
  have hlarge : g * pairIntegral n L (g * (L * L ^ n)) ≤ 1 := by
    have h1 : pairIntegral n L (g * (L * L ^ n)) ≤ L * (L ^ n / (g * (L * L ^ n))) := by
      have h2 : (∫ k in (0 : ℝ)..L, k ^ n / (k ^ 2 + g * (L * L ^ n))) ≤
          ∫ _k in (0 : ℝ)..L, L ^ n / (g * (L * L ^ n)) :=
        intervalIntegral.integral_mono_on hL.le
        ((continuous_integrand n hB).intervalIntegrable 0 L)
        (continuous_const.intervalIntegrable 0 L)
        (fun k hk => div_le_div₀ (by positivity) (pow_le_pow_left₀ hk.1 hk.2 n) hB
          (by linarith [sq_nonneg k]))
      rw [intervalIntegral.integral_const, sub_zero, smul_eq_mul] at h2
      exact h2
    calc g * pairIntegral n L (g * (L * L ^ n))
        ≤ g * (L * (L ^ n / (g * (L * L ^ n)))) := mul_le_mul_of_nonneg_left h1 hg.le
      _ = (g * (L * L ^ n)) / (g * (L * L ^ n)) := by ring
      _ = 1 := div_self hB.ne'
      _ ≤ 1 := le_rfl
  obtain ⟨t, ht⟩ := mem_range_of_exists_le_of_exists_ge hF
    ⟨Real.log (g * (L * L ^ n)), by simpa only [Real.exp_log hB] using hlarge⟩
    ⟨Real.log b₀, by simpa only [Real.exp_log hb₀] using h⟩
  refine ⟨Real.exp t, ⟨Real.exp_pos t, ht⟩, ?_⟩
  -- strict monotonicity excludes a second solution
  intro c hc
  have ht' : g * pairIntegral n L (Real.exp t) = 1 := ht
  rcases lt_trichotomy c (Real.exp t) with hlt | heq | hgt
  · have h3 := mul_lt_mul_of_pos_left (pairIntegral_strictAnti n hL hc.1 hlt) hg
    exact absurd h3 (by rw [hc.2, ht']; exact lt_irrefl 1)
  · exact heq
  · have h3 := mul_lt_mul_of_pos_left (pairIntegral_strictAnti n hL (Real.exp_pos t) hgt) hg
    exact absurd h3 (by rw [hc.2, ht']; exact lt_irrefl 1)
```

## The two-dimensional formula and the threshold

For $d=2$ the proof checks that the formula solves the equation, then uses uniqueness for the converse, where the hand derivation solved for $b$ directly.

```lean
/-- In two dimensions `b` is a binding energy exactly when
`b = L ^ 2 / (exp (2 / g) - 1)`. -/
theorem isBound_two_dim_iff {g L : ℝ} (hg : 0 < g) (hL : 0 < L) (b : ℝ) :
    IsBound 1 g L b ↔ b = L ^ 2 / (Real.exp (2 / g) - 1) := by
  have hE : 0 < Real.exp (2 / g) - 1 :=
    sub_pos.2 (Real.one_lt_exp_iff.2 (by positivity))
  have hs : IsBound 1 g L (L ^ 2 / (Real.exp (2 / g) - 1)) := by
    have hb : 0 < L ^ 2 / (Real.exp (2 / g) - 1) := div_pos (by positivity) hE
    have h : ∀ E : ℝ, E - 1 ≠ 0 → L ^ 2 + L ^ 2 / (E - 1) = L ^ 2 / (E - 1) * E := by
      intro E hE
      have hc : L ^ 2 / (E - 1) * (E - 1) = L ^ 2 := div_mul_cancel₀ (L ^ 2) hE
      linear_combination -hc
    refine ⟨hb, ?_⟩
    rw [pairIntegral_two_dim L hb, h _ hE.ne', Real.log_mul hb.ne' (Real.exp_pos _).ne',
      Real.log_exp, add_sub_cancel_left]
    field_simp
  constructor
  · intro h
    exact (existsUnique_isBound 1 hg hL hs.1 hs.2.ge).unique h hs
  · rintro rfl
    exact hs
```

The threshold is proved for every $d=m+3$. The forward direction uses positivity of $b\,I_m$. The backward direction picks $s=\sqrt{b_0}$ with $2L^ms=L^{m+1}/(m+1)-1/g$ and bounds the correction with $\pi\le4$.

```lean
/-- In dimension `m + 3` a binding energy exists exactly when `g * L ^ (m + 1)` exceeds
`m + 1`. -/
theorem exists_isBound_iff (m : ℕ) {g L : ℝ} (hg : 0 < g) (hL : 0 < L) :
    (∃ b, IsBound (m + 2) g L b) ↔ (m : ℝ) + 1 < g * L ^ (m + 1) := by
  have hm : (0 : ℝ) < (m : ℝ) + 1 := by positivity
  constructor
  · rintro ⟨b, hb, h⟩
    have hpos : 0 < pairIntegral m L b :=
      intervalIntegral.intervalIntegral_pos_of_pos_on
        ((continuous_integrand m hb).intervalIntegrable 0 L)
        (fun k hk => div_pos (pow_pos hk.1 m) (by positivity)) hL
    rw [pairIntegral_add_two m L hb, mul_sub] at h
    have h1 : 0 < g * (b * pairIntegral m L b) := by positivity
    have h2 : 1 < g * L ^ (m + 1) / ((m : ℝ) + 1) := by
      rw [mul_div_assoc]
      linarith
    rwa [one_lt_div hm] at h2
  · intro h
    have hd : 0 < L ^ (m + 1) / ((m : ℝ) + 1) - 1 / g := by
      rw [sub_pos, div_lt_div_iff₀ hg hm]
      linarith
    have hex : ∀ δ : ℝ, 0 < δ → ∃ s : ℝ, 0 < s ∧ L ^ m * (2 * s) = δ := fun δ hδ =>
      ⟨δ / (2 * L ^ m), by positivity, by field_simp⟩
    obtain ⟨s, hs, hsd⟩ := hex _ hd
    have hs2 : 0 < s ^ 2 := by positivity
    -- the one-dimensional integral at `s ^ 2` is at most `2 / s`
    have h0 : pairIntegral 0 L (s ^ 2) ≤ 2 / s := by
      rw [pairIntegral_one_dim L hs2, Real.sqrt_sq hs.le]
      exact div_le_div_of_nonneg_right
        (by linarith [Real.arctan_lt_pi_div_two (L / s), Real.pi_le_four]) hs.le
    have h1 : s ^ 2 * pairIntegral m L (s ^ 2) ≤ L ^ m * (2 * s) := by
      calc s ^ 2 * pairIntegral m L (s ^ 2) ≤ s ^ 2 * (L ^ m * (2 / s)) :=
            mul_le_mul_of_nonneg_left ((pairIntegral_le_one_dim m hL hs2).trans
              (mul_le_mul_of_nonneg_left h0 (by positivity))) hs2.le
        _ = L ^ m * (2 * s) := by field_simp
    have h2 : 1 / g ≤ pairIntegral (m + 2) L (s ^ 2) := by
      rw [pairIntegral_add_two m L hs2]
      linarith
    have h3 : 1 ≤ g * pairIntegral (m + 2) L (s ^ 2) := by
      rw [div_le_iff₀ hg] at h2
      linarith
    exact (existsUnique_isBound (m + 2) hg hL hs2 h3).exists
```

## The three dimensions together

The final theorem has three parts: `∃!` for one dimension, an equivalence with the explicit formula for two, and an equivalence between existence and `1 < g * L` for three. Its proof supplies the one-dimensional comparison with coupling $g/L$.

```lean
/-- A contact exciton has exactly one binding energy in one dimension, exactly the binding
energy `L ^ 2 / (exp (2 / g) - 1)` in two, and in three dimensions it has one if and only if
`g * L > 1`. -/
theorem contact_exciton {g L : ℝ} (hg : 0 < g) (hL : 0 < L) :
    (∃! b, IsBound 0 g L b) ∧
    (∀ b, IsBound 1 g L b ↔ b = L ^ 2 / (Real.exp (2 / g) - 1)) ∧
    ((∃ b, IsBound 2 g L b) ↔ 1 < g * L) := by
  refine ⟨?_, isBound_two_dim_iff hg hL, by simpa using exists_isBound_iff 0 hg hL⟩
  -- compare with the two-dimensional exciton of coupling `g / L`
  have hgL : 0 < g / L := div_pos hg hL
  obtain ⟨hb, h⟩ := (isBound_two_dim_iff hgL hL _).2 rfl
  refine existsUnique_isBound 0 hg hL hb ?_
  have h1 := mul_le_mul_of_nonneg_left (pairIntegral_le_one_dim 1 hL hb) hgL.le
  rw [h, pow_one, ← mul_assoc, div_mul_cancel₀ g hL.ne'] at h1
  exact h1

end

end ContactExciton
```

```lean
#print axioms ContactExciton.contact_exciton
```

```
'ContactExciton.contact_exciton' depends on axioms: [propext, Classical.choice, Quot.sound]
```

The third part speaks only of existence, but uniqueness is close at hand: a solution $b$ satisfies $gI_2(b)\ge1$, so it can itself serve as $b_0$ in `existsUnique_isBound`. Above threshold the three-dimensional binding energy is therefore unique as well.

In Bethe–Salpeter terms, this is the condition for a bound pair below the gap in a two-band parabolic model with a constant attractive kernel and a sharp, finite cutoff. The threshold belongs to that short-range kernel: a long-range Coulomb attraction, even when reduced by a dielectric constant, binds a three-dimensional exciton at any strength.
